# The Green's function exp(ik|x−y|)/(ik) gives the outgoing solution of u''/2 + k²u/2 = f on an interval, for continuous f

Let k > 0 and a < b, and let f: ℝ → ℂ be continuous. The field

u(x) = ∫ₐᵇ exp(ik|x−y|)/(ik) f(y) dy

satisfies u''/2 + k²u/2 = f on (a,b). It is a constant times exp(ikx) for x > b and a constant times exp(−ikx) for x < a. With the time factor exp(−iωt), ω > 0, both waves travel away from the source. On [a,b], u is the only solution with outgoing conditions at both edges.

In units ħ = m = 1 the equation reads (E − H)u = f, with E = k²/2 and H = −½ d²/dx², so u is the outgoing wave that a given source produces in the Schrödinger equation of a free particle in one dimension.

```lean
import Mathlib

open Complex Set

namespace OutgoingGreenFunction

noncomputable section
```

Mathlib supplies the calculus; `open` allows short names such as `exp` and `I`, the imaginary unit.

```lean
/-- The outgoing Green's function `exp(ik|x-y|)/(ik)` in one dimension, for `k > 0`. -/
def green (k x y : ℝ) : ℂ := exp (I * k * (|x - y| : ℝ)) / (I * k)
```

`green k x y` is the kernel exp(ik|x−y|)/(ik). Positions and k are real, and the value is complex.

```lean
/-- The field at `x` radiated by a source `f` on the interval from `a` to `b`, for `k > 0` and `a ≤
b`. -/
def field (k a b : ℝ) (f : ℝ → ℂ) (x : ℝ) : ℂ := ∫ y in a..b, green k x y * f y
```

`field k a b f x` is u(x). Only the values of f on [a,b] enter.

```lean
/-- For `k > 0` and `s ≤ t`, `ik` times the amplitude of the wave that the source between `s` and
`t` sends to the right. -/
def rightAmp (k : ℝ) (f : ℝ → ℂ) (s t : ℝ) : ℂ := ∫ y in s..t, exp (-I * k * y) * f y
```

This is ∫ₛᵗ exp(−iky) f(y) dy. Write A(x) for `rightAmp k f a x`, the contribution from sources left of x.

```lean
/-- For `k > 0` and `s ≤ t`, `ik` times the amplitude of the wave that the source between `s` and
`t` sends to the left. -/
def leftAmp (k : ℝ) (f : ℝ → ℂ) (s t : ℝ) : ℂ := ∫ y in s..t, exp (I * k * y) * f y
```

Likewise, write B(x) for `leftAmp k f x b`, which is ∫ₓᵇ exp(iky) f(y) dy.

```lean
/-- For `k > 0` and `x` in `[a,b]`, `ik` times the difference between the right-moving wave from
sources left of `x` and the left-moving wave from sources right of `x`. -/
def slope (k a b : ℝ) (f : ℝ → ℂ) (x : ℝ) : ℂ :=
  exp (I * k * x) * rightAmp k f a x - exp (-I * k * x) * leftAmp k f x b
```

`slope` is exp(ikx)A(x) − exp(−ikx)B(x). It is so far only a formula; that it equals u' on [a,b] is proved below.

```lean
variable {k a b : ℝ} {f : ℝ → ℂ}

/-- To the right of the source the field is a constant times `exp(ikx)`, which is a right-moving
wave for `k > 0`. -/
theorem field_right {s t x : ℝ} (hst : s ≤ t) (hx : t ≤ x) :
    field k s t f x = exp (I * k * x) / (I * k) * rightAmp k f s t := by
  unfold field rightAmp
  rw [← intervalIntegral.integral_const_mul]
  apply intervalIntegral.integral_congr
  intro y hy
  rw [uIcc_of_le hst] at hy
  have h : |x - y| = x - y := abs_of_nonneg (by linarith [hy.2])
  have e : exp (I * k * ((x - y : ℝ) : ℂ)) = exp (I * k * x) * exp (-I * k * y) := by
    rw [← Complex.exp_add]
    congr 1
    push_cast
    ring
  simp only [green, h, e]
  ring
```

If s ≤ y ≤ t ≤ x, then |x−y| = x−y and

exp(ik|x−y|) = exp(ikx) exp(−iky).

The first factor leaves the integral. In Lean, `integral_congr` reduces the claim to equality of the integrands, and `ring` does the algebra.

```lean
/-- To the left of the source the field is a constant times `exp(-ikx)`, which is a left-moving wave
for `k > 0`. -/
theorem field_left {s t x : ℝ} (hst : s ≤ t) (hx : x ≤ s) :
    field k s t f x = exp (-I * k * x) / (I * k) * leftAmp k f s t := by
  unfold field leftAmp
  rw [← intervalIntegral.integral_const_mul]
  apply intervalIntegral.integral_congr
  intro y hy
  rw [uIcc_of_le hst] at hy
  have h : |x - y| = y - x := by
    rw [abs_sub_comm]
    exact abs_of_nonneg (by linarith [hy.1])
  have e : exp (I * k * ((y - x : ℝ) : ℂ)) = exp (-I * k * x) * exp (I * k * y) := by
    rw [← Complex.exp_add]
    congr 1
    push_cast
    ring
  simp only [green, h, e]
  ring
```

For x ≤ s the absolute value is y−x, and exp(−ikx) factors out instead.

```lean
/-- For `k > 0` the field inside the source region is a right-moving wave from the sources on the
left plus a left-moving wave from the sources on the right. -/
theorem field_split (hf : Continuous f) {x : ℝ} (hx : x ∈ Icc a b) :
    field k a b f x =
      (exp (I * k * x) * rightAmp k f a x + exp (-I * k * x) * leftAmp k f x b) / (I * k) := by
  have hc : Continuous fun y => green k x y * f y := by
    unfold green
    fun_prop
  have h : field k a b f x = field k a x f x + field k x b f x :=
    (intervalIntegral.integral_add_adjacent_intervals
      (hc.intervalIntegrable a x) (hc.intervalIntegrable x b)).symm
  rw [h, field_right hx.1 le_rfl, field_left hx.2 le_rfl]
  ring
```

For x in the closed interval `Icc a b`, split the integral at x and apply the two previous results:

ik u(x) = exp(ikx)A(x) + exp(−ikx)B(x).

```lean
lemma hasDerivAt_wave (c : ℂ) (x : ℝ) :
    HasDerivAt (fun s : ℝ => exp (c * s)) (c * exp (c * x)) x := by
  have h : HasDerivAt (fun s : ℝ => c * (s : ℂ)) c x := by
    simpa using (hasDerivAt_id x).ofReal_comp.const_mul c
  exact h.cexp.congr_deriv (mul_comm _ _)
```

`HasDerivAt F d x` says that F is differentiable at x with derivative d. Here the derivative of exp(cx) is c exp(cx), for complex c and real x.

```lean
lemma hasDerivAt_rightAmp (hf : Continuous f) (a x : ℝ) :
    HasDerivAt (fun s => rightAmp k f a s) (exp (-I * k * x) * f x) x := by
  have hc : Continuous fun y : ℝ => exp (-I * k * y) * f y := by fun_prop
  exact (hc.integral_hasStrictDerivAt a x).hasDerivAt
```

By the fundamental theorem of calculus, A'(x) = exp(−ikx) f(x). This uses the continuity of f.

```lean
lemma hasDerivAt_leftAmp (hf : Continuous f) (b x : ℝ) :
    HasDerivAt (fun s => leftAmp k f s b) (-(exp (I * k * x) * f x)) x := by
  have hc : Continuous fun y : ℝ => exp (I * k * y) * f y := by fun_prop
  have h : (fun s => leftAmp k f s b) = fun s => -∫ y in b..s, exp (I * k * y) * f y :=
    funext fun s => intervalIntegral.integral_symm b s
  rw [h]
  exact (hc.integral_hasStrictDerivAt b x).hasDerivAt.fun_neg
```

In B the variable is the lower limit, so B'(x) = −exp(ikx) f(x).

```lean
lemma wave_mul (k x : ℝ) : exp (I * k * x) * exp (-I * k * x) = 1 := by
  rw [← Complex.exp_add, show (I * k * x + -I * k * x : ℂ) = 0 by ring, Complex.exp_zero]
```

The opposite plane waves multiply to 1.

```lean
lemma ik_ne (hk : 0 < k) : I * (k : ℂ) ≠ 0 :=
  mul_ne_zero I_ne_zero (ofReal_ne_zero.mpr hk.ne')
```

Since k > 0, division by ik is legitimate.

```lean
/-- On the closed source region `slope` is the derivative of the field, one-sided at the edges. -/
theorem field_deriv (hk : 0 < k) (hf : Continuous f) {x : ℝ} (hx : x ∈ Icc a b) :
    HasDerivWithinAt (field k a b f) (slope k a b f x) (Icc a b) x := by
  have h := (((hasDerivAt_wave (I * k) x).fun_mul (hasDerivAt_rightAmp (k := k) hf a x)).fun_add
    ((hasDerivAt_wave (-I * k) x).fun_mul (hasDerivAt_leftAmp (k := k) hf b x))).div_const (I * k)
  -- the two boundary terms cancel
  refine (h.congr_deriv ?_).hasDerivWithinAt.congr (fun y hy => field_split hf hy)
    (field_split hf hx)
  rw [div_eq_iff (ik_ne hk)]
  unfold slope
  ring
```

Differentiate the split form:

u' = [ik exp(ikx)A + f − ik exp(−ikx)B − f]/(ik) = exp(ikx)A − exp(−ikx)B.

The two terms in f cancel. `HasDerivWithinAt` makes the derivative one-sided at a and b.

```lean
/-- In the source region the derivative of `slope` is `2f - k²u`, with `u` the radiated field. -/
theorem slope_deriv (hk : 0 < k) (hf : Continuous f) {x : ℝ} (hx : x ∈ Icc a b) :
    HasDerivAt (slope k a b f) (2 * f x - k ^ 2 * field k a b f x) x := by
  have h := ((hasDerivAt_wave (I * k) x).fun_mul (hasDerivAt_rightAmp (k := k) hf a x)).fun_sub
    ((hasDerivAt_wave (-I * k) x).fun_mul (hasDerivAt_leftAmp (k := k) hf b x))
  have hS := (eq_div_iff (ik_ne hk)).mp (field_split (k := k) hf hx)
  -- the two boundary terms add up to twice the source
  refine h.congr_deriv ?_
  linear_combination (-(I * k)) * hS + 2 * f x * wave_mul k x
    + k ^ 2 * field k a b f x * I_sq
```

Differentiating once more, the terms in f add:

u'' = ik[exp(ikx)A + exp(−ikx)B] + 2f = (ik)²u + 2f = 2f − k²u.

`linear_combination` checks this from the split form, the product of the waves and I² = −1.

```lean
/-- The radiated field solves `u''/2 + k²u/2 = f` inside the source region, and is a purely
right-moving wave to the right of it and a purely left-moving wave to the left of it. -/
theorem field_solves_outgoing (hk : 0 < k) (hab : a < b) (hf : Continuous f) :
    (∃ u' u'' : ℝ → ℂ, ∀ x ∈ Ioo a b, HasDerivAt (field k a b f) (u' x) x ∧
      HasDerivAt u' (u'' x) x ∧ u'' x / 2 + k ^ 2 * field k a b f x / 2 = f x) ∧
    (∀ x > b, field k a b f x = rightAmp k f a b / (I * k) * exp (I * k * x)) ∧
    (∀ x < a, field k a b f x = leftAmp k f a b / (I * k) * exp (-I * k * x)) := by
  refine ⟨⟨slope k a b f, fun x => 2 * f x - k ^ 2 * field k a b f x, fun x hx => ?_⟩,
    fun x hx => ?_, fun x hx => ?_⟩
  · have hx' := Ioo_subset_Icc_self hx
    exact ⟨(field_deriv hk hf hx').hasDerivAt (Icc_mem_nhds hx.1 hx.2),
      slope_deriv hk hf hx', by ring⟩
  · rw [field_right hab.le (le_of_lt hx)]
    ring
  · rw [field_left hab.le (le_of_lt hx)]
    ring
```

The statement has three parts. On the open interval `Ioo a b` there are functions u' and u'' that are the successive derivatives of u and satisfy the equation. To the right the constant is A(b)/(ik), and to the left it is B(a)/(ik). The proof supplies `slope` as u' and 2f − k²u as u''.

```lean
/-- At the edges of the source region `slope` and the field `u` obey the outgoing conditions
`slope(a) = -ik u(a)` and `slope(b) = ik u(b)`. -/
theorem field_edges (hk : 0 < k) (hab : a < b) (hf : Continuous f) :
    slope k a b f a = -I * k * field k a b f a ∧
    slope k a b f b = I * k * field k a b f b := by
  have ha := (eq_div_iff (ik_ne hk)).mp (field_split (k := k) hf (left_mem_Icc.mpr hab.le))
  have hb := (eq_div_iff (ik_ne hk)).mp (field_split (k := k) hf (right_mem_Icc.mpr hab.le))
  have hA : rightAmp k f a a = 0 := intervalIntegral.integral_same
  have hB : leftAmp k f b b = 0 := intervalIntegral.integral_same
  rw [hA] at ha
  rw [hB] at hb
  unfold slope
  rw [hA, hB]
  exact ⟨by linear_combination ha, by linear_combination -hb⟩
```

Since A(a) = 0, the split form gives ik u(a) = exp(−ika)B(a), while u'(a) = −exp(−ika)B(a). Hence u'(a) = −ik u(a). Similarly, B(b) = 0 gives u'(b) = ik u(b). These conditions express that no wave enters from outside.

```lean
lemma eq_of_deriv_zero {F : ℝ → ℂ} (h : ∀ x ∈ Icc a b, HasDerivWithinAt F 0 (Icc a b) x)
    {x y : ℝ} (hx : x ∈ Icc a b) (hy : y ∈ Icc a b) : F y = F x := by
  have h0 := Convex.norm_image_sub_le_of_norm_hasDerivWithin_le (f' := fun _ => (0 : ℂ))
    (C := 0) h (fun _ _ => by simp) (convex_Icc a b) hx hy
  rw [zero_mul] at h0
  exact sub_eq_zero.mp (norm_le_zero_iff.mp h0)
```

A function with zero derivative on [a,b] is constant there, by the mean value inequality with bound 0.

```lean
/-- A solution of `v'' = 2f - k²v` on `[a,b]` with outgoing conditions at both edges equals the
radiated field there. -/
theorem outgoing_unique (hk : 0 < k) (hab : a < b) (hf : Continuous f) {v v' : ℝ → ℂ}
    (hv : ∀ x ∈ Icc a b, HasDerivWithinAt v (v' x) (Icc a b) x)
    (hv' : ∀ x ∈ Icc a b, HasDerivWithinAt v' (2 * f x - k ^ 2 * v x) (Icc a b) x)
    (ha : v' a = -I * k * v a) (hb : v' b = I * k * v b) :
    ∀ x ∈ Icc a b, v x = field k a b f x := by
  intro x hx
  -- two conserved combinations, one fixed at each edge
  have hP := eq_of_deriv_zero (a := a) (b := b)
    (F := fun s => (v' s - I * k * v s) * exp (I * k * s) + 2 * leftAmp k f s b)
    (fun s hs => ((((hv' s hs).fun_sub ((hv s hs).const_mul (I * k))).fun_mul
      (hasDerivAt_wave (I * k) s).hasDerivWithinAt).fun_add
      ((hasDerivAt_leftAmp (k := k) hf b s).hasDerivWithinAt.const_mul 2)).congr_deriv (by
        linear_combination (-(k ^ 2 * v s * exp (I * k * s))) * I_sq))
    (right_mem_Icc.mpr hab.le) hx
  have hQ := eq_of_deriv_zero (a := a) (b := b)
    (F := fun s => (v' s + I * k * v s) * exp (-I * k * s) - 2 * rightAmp k f a s)
    (fun s hs => ((((hv' s hs).fun_add ((hv s hs).const_mul (I * k))).fun_mul
      (hasDerivAt_wave (-I * k) s).hasDerivWithinAt).fun_sub
      ((hasDerivAt_rightAmp (k := k) hf a s).hasDerivWithinAt.const_mul 2)).congr_deriv (by
        linear_combination (-(k ^ 2 * v s * exp (-I * k * s))) * I_sq))
    (left_mem_Icc.mpr hab.le) hx
  have hA : rightAmp k f a a = 0 := intervalIntegral.integral_same
  have hB : leftAmp k f b b = 0 := intervalIntegral.integral_same
  beta_reduce at hP hQ
  rw [hb, hB] at hP
  rw [ha, hA] at hQ
  -- eliminate the derivative of `v`
  rw [field_split hf hx, eq_div_iff (ik_ne hk)]
  linear_combination exp (I * k * x) / 2 * hQ - exp (-I * k * x) / 2 * hP
    - I * k * v x * wave_mul k x

end

end OutgoingGreenFunction
```

Let v satisfy v'' = 2f − k²v on [a,b] and the same edge conditions. Define

P = (v' − ikv) exp(ikx) + 2B,
Q = (v' + ikv) exp(−ikx) − 2A.

Then

P' = (v'' + k²v − 2f) exp(ikx) = 0,
Q' = (v'' + k²v − 2f) exp(−ikx) = 0.

The edge conditions give P(b) = 0 and Q(a) = 0, so both vanish throughout:

v' − ikv = −2 exp(−ikx)B,
v' + ikv = 2 exp(ikx)A.

Subtracting gives ikv = exp(ikx)A + exp(−ikx)B = ik u, hence v = u. In the code `hP` and `hQ` record that P and Q are constant, and the last `linear_combination` eliminates v'. The uniqueness concerns [a,b] only.

```lean
#print axioms OutgoingGreenFunction.field_solves_outgoing
#print axioms OutgoingGreenFunction.field_edges
#print axioms OutgoingGreenFunction.outgoing_unique
```

```
'OutgoingGreenFunction.field_solves_outgoing' depends on axioms: [propext, Classical.choice, Quot.sound]
'OutgoingGreenFunction.field_edges' depends on axioms: [propext, Classical.choice, Quot.sound]
'OutgoingGreenFunction.outgoing_unique' depends on axioms: [propext, Classical.choice, Quot.sound]
```
